# Two real symmetric tensors in three dimensions can agree in Tr T and Tr T² without being related by a change of orthonormal axes

The declaration `two_traces_insufficient` concerns two particular real tensors in three dimensions, A = diag(1, 1, −2) and B = diag(−1, −1, 2). It states that they have the same trace, 0, and the same trace of the square, 6, yet no real matrix Q with QQᵀ = 1 satisfies B = QAQᵀ. In physical terms, these two invariants do not suffice to tell whether two such tensors are the same up to a rotation or reflection of the axes. The attempt computes the first two traces directly, then rules out Q by the trace of the cube, which an orthogonal change of axes would preserve but which is −6 for A and 6 for B.

This version doesn't compile in Lean 4 with Mathlib:

```lean
import Mathlib

open scoped Matrix

namespace MomentTensorInvariants

noncomputable section

variable {n : ℕ}

/-- The trace of every power of a tensor is unchanged by an orthogonal change of axes. -/
theorem trace_pow_rotate (A : Matrix (Fin n) (Fin n) ℝ) {Q : Matrix (Fin n) (Fin n) ℝ}
    (hQ : Q * Qᵀ = 1) (k : ℕ) : ((Q * A * Qᵀ) ^ k).trace = (A ^ k).trace := by
  have hQ' : Qᵀ * Q = 1 := mul_eq_one_comm.mp hQ
  have h : (Q * A * Qᵀ) ^ k = Q * A ^ k * Qᵀ := by
    induction k with
    | zero => simp [hQ]
    | succ k ih =>
      rw [pow_succ, ih, pow_succ]
      calc Q * A ^ k * Qᵀ * (Q * A * Qᵀ) = Q * A ^ k * (Qᵀ * Q) * A * Qᵀ := by
            simp only [mul_assoc]
        _ = Q * (A ^ k * A) * Qᵀ := by
            rw [hQ', mul_one]
            simp only [mul_assoc]
  rw [h, Matrix.trace_mul_comm, ← mul_assoc, hQ', one_mul]

/-- In three dimensions the tensors `diag(1, 1, -2)` and `diag(-1, -1, 2)` share their first
two traces, yet no orthogonal matrix carries one into the other. -/
theorem two_traces_insufficient :
    let A : Matrix (Fin 3) (Fin 3) ℝ := Matrix.diagonal ![1, 1, -2]
    let B : Matrix (Fin 3) (Fin 3) ℝ := Matrix.diagonal ![-1, -1, 2]
    A.trace = B.trace ∧ (A ^ 2).trace = (B ^ 2).trace ∧
      ¬ ∃ Q : Matrix (Fin 3) (Fin 3) ℝ, Q * Qᵀ = 1 ∧ B = Q * A * Qᵀ := by
  intro A B
  refine ⟨?_, ?_, ?_⟩
  · norm_num [A, B, Matrix.trace_diagonal, Fin.sum_univ_three]
  · norm_num [A, B, Matrix.diagonal_pow, Matrix.trace_diagonal, Fin.sum_univ_three]
  · rintro ⟨Q, hQ, hB⟩
    -- the third trace tells them apart
    have h3 := trace_pow_rotate A hQ 3
    rw [← hB] at h3
    norm_num [A, B, Matrix.diagonal_pow, Matrix.trace_diagonal, Fin.sum_univ_three] at h3

end

end MomentTensorInvariants
```

The error:

```
Main.lean:36:2: error: unsolved goals
case refine_1
A : Matrix (Fin 3) (Fin 3) ℝ := Matrix.diagonal ![1, 1, -2]
B : Matrix (Fin 3) (Fin 3) ℝ := Matrix.diagonal ![-1, -1, 2]
⊢ 2 + ![1, 1, -2] 2 = -2 + ![-1, -1, 2] 2
Main.lean:37:2: error: unsolved goals
case refine_2
A : Matrix (Fin 3) (Fin 3) ℝ := Matrix.diagonal ![1, 1, -2]
B : Matrix (Fin 3) (Fin 3) ℝ := Matrix.diagonal ![-1, -1, 2]
⊢ ![1, 1, -2] 2 ^ 2 = ![-1, -1, 2] 2 ^ 2
Main.lean:38:2: error: unsolved goals
case refine_3
A : Matrix (Fin 3) (Fin 3) ℝ := Matrix.diagonal ![1, 1, -2]
B : Matrix (Fin 3) (Fin 3) ℝ := Matrix.diagonal ![-1, -1, 2]
Q : Matrix (Fin 3) (Fin 3) ℝ
hQ : Q * Qᵀ = 1
hB : B = Q * A * Qᵀ
h3 : -2 + ![-1, -1, 2] 2 ^ 3 = 2 + ![1, 1, -2] 2 ^ 3
⊢ False
```

What went wrong. All three errors have one cause: `norm_num` expands the traces into sums of diagonal entries and evaluates the first two, but leaves the third as a lookup, `![1, 1, -2] 2` or `![-1, -1, 2] 2`. Indices start at 0, so these are the last entries, −2 and 2. With them unevaluated, the arithmetic cannot finish. The first two goals are true equations left unproved. In the third, `h3` is really the false equation 6 = −6, but `norm_num` does not get far enough to see the contradiction.

The repair states the two missing values as `hA2` and `hB2`. Each is proved by `rfl`, since the lookup gives the stated number by definition. Passing both facts to each of the three `norm_num` calls lets it replace the lookups by numbers, which closes the first two goals and turns `h3` into a contradiction. The line break in the last call is only layout.

The mended proof, as a diff:

```diff
@@ -33,12 +33,15 @@
       ¬ ∃ Q : Matrix (Fin 3) (Fin 3) ℝ, Q * Qᵀ = 1 ∧ B = Q * A * Qᵀ := by
   intro A B
+  have hA2 : (![1, 1, -2] : Fin 3 → ℝ) 2 = -2 := rfl
+  have hB2 : (![-1, -1, 2] : Fin 3 → ℝ) 2 = 2 := rfl
   refine ⟨?_, ?_, ?_⟩
-  · norm_num [A, B, Matrix.trace_diagonal, Fin.sum_univ_three]
-  · norm_num [A, B, Matrix.diagonal_pow, Matrix.trace_diagonal, Fin.sum_univ_three]
+  · norm_num [A, B, Matrix.trace_diagonal, Fin.sum_univ_three, hA2, hB2]
+  · norm_num [A, B, Matrix.diagonal_pow, Matrix.trace_diagonal, Fin.sum_univ_three, hA2, hB2]
   · rintro ⟨Q, hQ, hB⟩
     -- the third trace tells them apart
     have h3 := trace_pow_rotate A hQ 3
     rw [← hB] at h3
-    norm_num [A, B, Matrix.diagonal_pow, Matrix.trace_diagonal, Fin.sum_univ_three] at h3
+    norm_num [A, B, Matrix.diagonal_pow, Matrix.trace_diagonal, Fin.sum_univ_three,
+      hA2, hB2] at h3
 
 end
```
